# Charge Independence of the Radial Auger Amplitude for Scaled Hydrogenic Orbitals

A: Take three bound radial functions \(h,p,q\) and one energy-normalized continuum function \(e\), all reduced (\(P=rR\)) and for nuclear charge 1, and scale them to charge \(Z>0\) by the hydrogenic rules
\[
P(r)\mapsto \sqrt Z\,P(Zr)\ \text{(bound)},\qquad P(r)\mapsto \frac{1}{\sqrt Z}\,P(Zr)\ \text{(continuum)}.
\]
The radial Auger amplitude, a finite sum of direct and exchange Slater integrals with coefficients independent of \(Z\), then keeps its value.

Q: Before I believe that the Lean file says this, show me the calculation.

A: The functions are reduced, so no factor \(r^2\) appears in the integrals. For multipole order \(k\), write
\[
\kappa_k(r,s)=\frac{\min(r,s)^k}{\max(r,s)^{k+1}},\qquad
S_k[a,b,c,d]=\int_0^\infty\!\!\int_0^\infty a(r)b(r)\,\kappa_k(r,s)\,c(s)d(s)\,ds\,dr .
\]
Since \(Z>0\) comes out of both min and max, \(\kappa_k(Zr,Zs)=Z^k/Z^{k+1}\,\kappa_k(r,s)=\kappa_k(r,s)/Z\). Now dilate all four functions and substitute \(u=Zr\), \(v=Zs\). The kernel gives \(\kappa_k(r,s)=Z\kappa_k(u,v)\) and the measure gives \(ds\,dr=dv\,du/Z^2\), so the integral becomes \(S_k[a,b,c,d]/Z\). The amplitudes contribute \((\sqrt Z)^3/\sqrt Z=Z\), and the two factors cancel. This holds for each \(k\), for direct and exchange terms alike, and therefore for their sum.

Q: And in Lean, what are the kernel and the integral?

A: The same expressions. `Ioi (0 : ℝ)` is the open half-line of positive radii, and the integral is iterated, with \(s\) inside.

```lean
import Mathlib

open MeasureTheory Set Filter

namespace HydrogenicAugerScaling

noncomputable section

/-- The radial factor of order `k` in the multipole expansion of the Coulomb repulsion,
for positive radii `r` and `s`. -/
def multipoleKernel (k : ℕ) (r s : ℝ) : ℝ := min r s ^ k / max r s ^ (k + 1)

/-- The Slater integral of order `k` between the radial transition densities `a b` and `c d`. -/
def slaterIntegral (k : ℕ) (a b c d : ℝ → ℝ) : ℝ :=
  ∫ r in Ioi (0 : ℝ), ∫ s in Ioi (0 : ℝ),
    a r * b r * multipoleKernel k r s * (c s * d s)
```

The functions are arbitrary maps `ℝ → ℝ`, with no integrability assumed. Lean assigns 0 to an integral that does not converge absolutely, so the equalities carry physical content only where the integrals exist.

Q: Then "bound" and "continuum" are only labels for two prefactors.

A: In these two definitions, yes.

```lean
/-- The reduced radial function of a bound orbital, scaled from nuclear charge 1 to `Z > 0`. -/
def boundOrbital (Z : ℝ) (P : ℝ → ℝ) (r : ℝ) : ℝ := Real.sqrt Z * P (Z * r)

/-- The reduced radial function of an energy-normalized continuum orbital, scaled from
nuclear charge 1 to `Z > 0`. -/
def continuumOrbital (Z : ℝ) (P : ℝ → ℝ) (r : ℝ) : ℝ := (Real.sqrt Z)⁻¹ * P (Z * r)
```

The radial equation and the continuum normalization are stated separately, by two predicates in atomic units.

```lean
/-- `P` solves the radial Schrödinger equation (atomic units, `r > 0`) for nuclear charge `Z`,
angular momentum `l` and energy `E`. -/
def IsRadialSolution (Z : ℝ) (l : ℕ) (E : ℝ) (P : ℝ → ℝ) : Prop :=
  ∃ Q : ℝ → ℝ, ∀ r : ℝ, 0 < r → HasDerivAt P (Q r) r ∧
    HasDerivAt Q (((l : ℝ) * (l + 1) / r ^ 2 - 2 * Z / r - 2 * E) * P r) r
```

Here `Q` is the derivative of `P`, and the second condition is the radial equation
\[
P''=\Big(\frac{l(l+1)}{r^2}-\frac{2Z}{r}-2E\Big)P .
\]
No boundary condition at the origin is imposed.

```lean
/-- `P` approaches, at large radius, the energy-normalized Coulomb wave of wave number `k > 0`
and constant phase `δ` in the field of a charge `Z`. -/
def IsEnergyNormalized (Z k δ : ℝ) (P : ℝ → ℝ) : Prop :=
  0 < k ∧ Tendsto (fun r => P r - Real.sqrt (2 / (Real.pi * k)) *
    Real.sin (k * r + Z / k * Real.log (2 * k * r) + δ)) atTop (nhds 0)
```

This says that \(P(r)\) approaches \(\sqrt{2/(\pi k)}\,\sin\!\big(kr+\tfrac Zk\ln(2kr)+\delta\big)\), where \(k\) is now a wave number. The amplitude \(\sqrt{2/(\pi k)}\) is the convention that normalizes continuum states per unit energy, so that a golden-rule rate needs no further density of states. The file takes this asymptotic form as its definition and does not derive the delta-function normalization from it.

Q: And the amplitude itself?

A: In the direct term, `p` fills the hole `h` while `e` leaves from `q`; the exchange term swaps `p` and `q`.

```lean
/-- The radial Auger amplitude for a core hole `h`, an outgoing electron `e` and two
outer orbitals `p`, `q`: direct and exchange Slater integrals with angular coefficients
`α` and `β`, summed over the multipole orders in `K`. -/
def augerAmplitude (K : Finset ℕ) (α β : ℕ → ℝ) (h e p q : ℝ → ℝ) : ℝ :=
  ∑ k ∈ K, (α k * slaterIntegral k h p e q + β k * slaterIntegral k h q e p)
```

The finite set `K` holds the multipole orders. The real coefficients `α` and `β` carry the angular factors and the exchange sign.

Q: Why should I accept that the scaled functions belong to charge \(Z\)?

A: Put \(f(r)=cP(Zr)\), where \(P\) solves the equation for charge 1 and energy \(E\). Then
\[
f''(r)=cZ^2P''(Zr)=\Big(\frac{l(l+1)}{r^2}-\frac{2Z}{r}-2Z^2E\Big)f(r),
\]
which is the equation for charge \(Z\) and energy \(Z^2E\).

```lean
/-- Dilating a solution for nuclear charge 1 and energy `E` gives, with any amplitude `c`,
a solution for nuclear charge `Z` and energy `Z² E`. -/
theorem isRadialSolution_dilate {Z E : ℝ} {l : ℕ} {P : ℝ → ℝ} (hZ : 0 < Z) (c : ℝ)
    (hP : IsRadialSolution 1 l E P) :
    IsRadialSolution Z l (Z ^ 2 * E) (fun r => c * P (Z * r)) := by
  obtain ⟨Q, hQ⟩ := hP
  refine ⟨fun r => c * Z * Q (Z * r), fun r hr => ?_⟩
  have hlin : HasDerivAt (fun x : ℝ => Z * x) Z r :=
    ((hasDerivAt_id' r).const_mul Z).congr_deriv (mul_one Z)
  obtain ⟨h1, h2⟩ := hQ (Z * r) (mul_pos hZ hr)
  constructor
  · refine ((h1.comp r hlin).const_mul c).congr_deriv ?_
    ring
  · refine ((h2.comp r hlin).const_mul (c * Z)).congr_deriv ?_
    -- the centrifugal and the Coulomb term scale separately
    have e1 : (l : ℝ) * (l + 1) / (Z * r) ^ 2 * Z ^ 2 = (l : ℝ) * (l + 1) / r ^ 2 := by
      field_simp
    have e2 : 2 * 1 / (Z * r) * Z ^ 2 = 2 * Z / r := by
      field_simp
    linear_combination c * P (Z * r) * (e1 - e2)
```

The proof supplies \(cZ\,Q(Zr)\) as the first derivative and applies the chain rule twice. The facts `e1` and `e2` scale the centrifugal and Coulomb terms, and `linear_combination` assembles them. The constant \(c\) is free, so the theorem covers both prefactors.

Q: So what fixes them?

A: Normalization. For a bound orbital, \(\int_0^\infty Z\,P(Zr)^2\,dr=\int_0^\infty P(u)^2\,du\).

```lean
/-- Scaling a bound orbital to nuclear charge `Z` leaves its norm integral unchanged. -/
theorem boundOrbital_norm {Z : ℝ} (hZ : 0 < Z) (P : ℝ → ℝ) :
    ∫ r in Ioi (0 : ℝ), boundOrbital Z P r ^ 2 = ∫ r in Ioi (0 : ℝ), P r ^ 2 := by
  have h := integral_comp_mul_left_Ioi (fun x => P x ^ 2) 0 hZ
  simp only [mul_zero, smul_eq_mul] at h
  simp only [boundOrbital, mul_pow, Real.sq_sqrt hZ.le, integral_const_mul]
  rw [h, mul_inv_cancel_left₀ hZ.ne']
```

Mathlib's `integral_comp_mul_left_Ioi` is the substitution \(u=Zr\) on the half-line. For the continuum orbital, the scaled asymptotic form is
\[
\frac{1}{\sqrt Z}\sqrt{\frac{2}{\pi k}}\,\sin\!\Big(kZr+\frac1k\ln(2kZr)+\delta\Big)
=\sqrt{\frac{2}{\pi (Zk)}}\,\sin\!\Big((Zk)r+\frac{Z}{Zk}\ln\big(2(Zk)r\big)+\delta\Big).
\]
This is the energy-normalized wave for charge \(Z\) and wave number \(Zk\), with the same \(\delta\).

```lean
/-- Scaling a continuum orbital to nuclear charge `Z` preserves energy normalization and the
constant phase, while the wave number is multiplied by `Z`. -/
theorem continuumOrbital_energyNormalized {Z k δ : ℝ} {P : ℝ → ℝ} (hZ : 0 < Z)
    (hP : IsEnergyNormalized 1 k δ P) :
    IsEnergyNormalized Z (Z * k) δ (continuumOrbital Z P) := by
  obtain ⟨hk, hlim⟩ := hP
  refine ⟨mul_pos hZ hk, ?_⟩
  have h := (hlim.comp (tendsto_id.const_mul_atTop hZ)).const_mul (Real.sqrt Z)⁻¹
  rw [mul_zero] at h
  refine h.congr (fun r => ?_)
  change (Real.sqrt Z)⁻¹ * (P (Z * r) - Real.sqrt (2 / (Real.pi * k)) *
      Real.sin (k * (Z * r) + 1 / k * Real.log (2 * k * (Z * r)) + δ)) =
    (Real.sqrt Z)⁻¹ * P (Z * r) - Real.sqrt (2 / (Real.pi * (Z * k))) *
      Real.sin (Z * k * r + Z / (Z * k) * Real.log (2 * (Z * k) * r) + δ)
  -- amplitude, Coulomb parameter and radial phase of the scaled wave
  have h1 : Real.sqrt (2 / (Real.pi * (Z * k))) =
      Real.sqrt (2 / (Real.pi * k)) / Real.sqrt Z := by
    rw [← Real.sqrt_div' _ hZ.le]
    congr 1
    field_simp
  have h2 : Z / (Z * k) = 1 / k := by field_simp
  have h3 : 2 * (Z * k) * r = 2 * k * (Z * r) := by ring
  have h4 : Z * k * r = k * (Z * r) := by ring
  rw [h1, h2, h3, h4]
  ring
```

The proof composes the given limit with \(r\mapsto Zr\) and multiplies it by \(1/\sqrt Z\). Then `h1` matches the amplitude, `h2` the Coulomb parameter, and `h3` and `h4` the arguments of the logarithm and the sine.

Q: Fine. Now the integral.

A: First the homogeneity of the kernel, where \(Z\) is pulled out of min and max:

```lean
/-- The Coulomb multipole kernel is homogeneous of degree minus one in the two radii. -/
theorem multipoleKernel_dilate {Z : ℝ} (hZ : 0 < Z) (k : ℕ) (r s : ℝ) :
    multipoleKernel k (Z * r) (Z * s) = Z⁻¹ * multipoleKernel k r s := by
  have hz : Z ^ k / Z ^ (k + 1) = Z⁻¹ := by
    rw [pow_succ, div_mul_eq_div_div, div_self (pow_ne_zero k hZ.ne'), one_div]
  unfold multipoleKernel
  rw [← mul_min_of_nonneg r s hZ.le, ← mul_max_of_nonneg r s hZ.le, mul_pow, mul_pow,
    mul_div_mul_comm, hz]
```

Then the two substitutions.

```lean
/-- Dilating all four radial functions by `Z` divides the Slater integral by `Z`. -/
theorem slaterIntegral_dilate {Z : ℝ} (hZ : 0 < Z) (k : ℕ) (a b c d : ℝ → ℝ) :
    slaterIntegral k (fun r => a (Z * r)) (fun r => b (Z * r))
      (fun r => c (Z * r)) (fun r => d (Z * r)) = Z⁻¹ * slaterIntegral k a b c d := by
  let G : ℝ → ℝ → ℝ := fun u v => a u * b u * multipoleKernel k u v * (c v * d v)
  -- the inner substitution cancels the factor from the kernel
  have inner_eq : ∀ r : ℝ, ∫ s in Ioi (0 : ℝ), a (Z * r) * b (Z * r) *
      multipoleKernel k r s * (c (Z * s) * d (Z * s)) = ∫ v in Ioi (0 : ℝ), G (Z * r) v := by
    intro r
    have hG : ∀ s : ℝ, a (Z * r) * b (Z * r) * multipoleKernel k r s *
        (c (Z * s) * d (Z * s)) = Z * G (Z * r) (Z * s) := by
      intro s
      simp only [G]
      rw [multipoleKernel_dilate hZ]
      field_simp
    simp only [hG]
    rw [integral_const_mul, integral_comp_mul_left_Ioi (G (Z * r)) 0 hZ, mul_zero,
      smul_eq_mul, mul_inv_cancel_left₀ hZ.ne']
  unfold slaterIntegral
  simp only [inner_eq]
  -- the outer substitution leaves one factor 1/Z
  have h := integral_comp_mul_left_Ioi (fun u => ∫ v in Ioi (0 : ℝ), G u v) 0 hZ
  rw [mul_zero, smul_eq_mul] at h
  exact h
```

In `inner_eq`, the factor \(Z\) from the kernel cancels the \(1/Z\) from the inner substitution. The outer substitution, `h`, leaves the single \(1/Z\) of the calculation above.

The amplitudes come out next:

```lean
/-- Constant amplitudes of the four orbitals factor out of the Slater integral. -/
theorem slaterIntegral_const_mul (k : ℕ) (x y z w : ℝ) (a b c d : ℝ → ℝ) :
    slaterIntegral k (fun r => x * a r) (fun r => y * b r) (fun r => z * c r)
      (fun r => w * d r) = x * y * z * w * slaterIntegral k a b c d := by
  have h : ∀ r s : ℝ, x * a r * (y * b r) * multipoleKernel k r s * (z * c s * (w * d s)) =
      x * y * z * w * (a r * b r * multipoleKernel k r s * (c s * d s)) := by
    intro r s
    ring
  unfold slaterIntegral
  simp only [h, integral_const_mul]
```

Q: If the cancellation depends on the continuum orbital, four bound orbitals should behave differently.

A: They do. Their amplitudes multiply to \(Z^2\), and the integral is proportional to \(Z\):

```lean
/-- With four bound orbitals the Slater integral is proportional to the nuclear charge. -/
theorem slaterIntegral_bound {Z : ℝ} (hZ : 0 < Z) (k : ℕ) (a b c d : ℝ → ℝ) :
    slaterIntegral k (boundOrbital Z a) (boundOrbital Z b) (boundOrbital Z c)
      (boundOrbital Z d) = Z * slaterIntegral k a b c d := by
  refine (slaterIntegral_const_mul k _ _ _ _ (fun r => a (Z * r)) (fun r => b (Z * r))
    (fun r => c (Z * r)) (fun r => d (Z * r))).trans ?_
  rw [slaterIntegral_dilate hZ, Real.mul_self_sqrt hZ.le, mul_assoc Z,
    Real.mul_self_sqrt hZ.le, mul_assoc Z, mul_inv_cancel_left₀ hZ.ne']
```

With one continuum orbital the product is \(Z\), and nothing is left over:

```lean
/-- With three bound orbitals and one energy-normalized continuum orbital the Slater integral
does not depend on the nuclear charge. -/
theorem slaterIntegral_auger {Z : ℝ} (hZ : 0 < Z) (k : ℕ) (h p e q : ℝ → ℝ) :
    slaterIntegral k (boundOrbital Z h) (boundOrbital Z p) (continuumOrbital Z e)
      (boundOrbital Z q) = slaterIntegral k h p e q := by
  refine (slaterIntegral_const_mul k _ _ _ _ (fun r => h (Z * r)) (fun r => p (Z * r))
    (fun r => e (Z * r)) (fun r => q (Z * r))).trans ?_
  rw [slaterIntegral_dilate hZ, mul_inv_cancel_right₀ (Real.sqrt_pos.mpr hZ).ne',
    Real.mul_self_sqrt hZ.le, mul_inv_cancel_left₀ hZ.ne']
```

Both proofs extract the amplitudes, apply `slaterIntegral_dilate`, and cancel the square roots using \(Z>0\).

Q: Give me numbers.

A: Take \(k=0\) and let all four functions equal 1 on \((0,1]\) and 0 elsewhere. They are not orbitals, but `slaterIntegral_auger` allows any functions. At charge 1,
\[
\int_0^1\Big(\int_0^r\frac{ds}{r}+\int_r^1\frac{ds}{s}\Big)dr=\int_0^1(1-\ln r)\,dr=2 .
\]
At \(Z=4\) the functions live on \((0,\tfrac14]\), and the same calculation without prefactors gives \(2\cdot\tfrac14=\tfrac12\). The prefactors are \(2,2,\tfrac12,2\), with product 4, and \(4\cdot\tfrac12=2\) again.

Q: What if I drop energy normalization?

A: Normalize the continuum per unit wave number instead. Its asymptotic amplitude is then \(\sqrt{2/\pi}\) for every wave number, so the scaling prefactor is 1 and not \(1/\sqrt Z\). In the example the product becomes \(2\cdot2\cdot1\cdot2=8\), and the integral is \(8\cdot\tfrac12=4\), no longer 2. The condition \(Z>0\) matters too: at \(Z=0\) the scaled bound functions vanish, and the integral is 0.

Q: And the full amplitude?

A: It follows term by term, because the exchange integral has the same pattern of three bound functions and one continuum function.

```lean
/-- The hydrogenic Auger amplitude, with direct and exchange terms of all multipole orders
in `K`, has the same value for nuclear charge `Z` as for nuclear charge 1. -/
theorem augerAmplitude_independent_of_charge {Z : ℝ} (hZ : 0 < Z) (K : Finset ℕ)
    (α β : ℕ → ℝ) (h e p q : ℝ → ℝ) :
    augerAmplitude K α β (boundOrbital Z h) (continuumOrbital Z e) (boundOrbital Z p)
      (boundOrbital Z q) = augerAmplitude K α β h e p q := by
  simp only [augerAmplitude, slaterIntegral_auger hZ]

end

end HydrogenicAugerScaling
```

```lean
#print axioms HydrogenicAugerScaling.boundOrbital_norm
-- 'HydrogenicAugerScaling.boundOrbital_norm' depends on axioms: [propext, Classical.choice, Quot.sound]
#print axioms HydrogenicAugerScaling.continuumOrbital_energyNormalized
-- 'HydrogenicAugerScaling.continuumOrbital_energyNormalized' depends on axioms: [propext, Classical.choice, Quot.sound]
#print axioms HydrogenicAugerScaling.slaterIntegral_bound
-- 'HydrogenicAugerScaling.slaterIntegral_bound' depends on axioms: [propext, Classical.choice, Quot.sound]
#print axioms HydrogenicAugerScaling.augerAmplitude_independent_of_charge
-- 'HydrogenicAugerScaling.augerAmplitude_independent_of_charge' depends on axioms: [propext, Classical.choice, Quot.sound]
```

Q: I notice that this last theorem never assumes the Schrödinger equation.

A: It doesn't need to. It is a scaling identity for any four functions, and the theorems on the radial equation and the two normalizations say why the scaling is the hydrogenic one. Energy conservation is not imposed either, but it is compatible with the scaling: if the energies at charge 1 satisfy \(E_e=E_p+E_q-E_h\), they still do at charge \(Z\), since every energy is multiplied by \(Z^2\).

Q: What does that tell me about a real atom?

A: Only the starting point. In this nonrelativistic model, where every orbital sees the bare charge \(Z\), a golden-rule Auger rate built from the amplitude is the same for all \(Z\), and an atomic-structure code run with such orbitals should reproduce that up to numerical error. Screening that differs from orbital to orbital, relaxation of the orbitals and relativity all break the simple scaling, and the file models none of them.
